# The lower Berezin–Lieb inequality for finitely many unit vectors, with its equality case

## An estimate whose error has no known sign

Suppose the partition function \(\operatorname{Tr} e^{-bH}\) is estimated by picking a set of states, computing the mean energy of each, and adding up the Boltzmann factors of these mean energies. Without further information the error may have either sign, and a free energy computed from the estimate bounds nothing.

If the states are unit vectors that resolve the identity with non-negative weights, and each Boltzmann factor is multiplied by the weight of its state, the sign is fixed: the estimate is never too large. For \(b>0\) the free energy \(-b^{-1}\ln \operatorname{Tr} e^{-bH}\) is then never underestimated. For a finite cluster of quantum spins, with a finite set of coherent states that resolves the identity in this way, the weighted sum is a discrete counterpart of the classical partition function, and it is a lower bound for the quantum one.

## The inequality and when it is sharp

Let \(H\) be a Hermitian matrix on a finite-dimensional state space and \(b\) a real number, in thermal use the inverse temperature \(1/(k_BT)\). Let \(v_k\) be finitely many unit vectors and \(w_k\ge 0\) weights with

\[
\sum_k w_k\, v_k v_k^* = 1 .
\]

This condition says that the states together cover the whole space evenly, as an orthonormal basis does, although they may overlap. Then

\[
\sum_k w_k\, e^{-b\langle v_k,Hv_k\rangle}\;\le\;\operatorname{Tr} e^{-bH}.
\]

If \(b\neq 0\) and all \(w_k>0\), equality holds exactly when every \(v_k\) is an eigenvector of \(H\).

An upper bound on the trace, the other half of what usually goes under the names of Berezin and Lieb, starts from different data: an expansion \(H=\sum_k w_k h_k v_kv_k^*\) with real \(h_k\). No such expansion enters here, and no upper bound is derived.

## From one state to the trace

**Level populations.** Write \(H=UDU^*\) with \(U\) unitary and \(D\) diagonal with real entries \(e_i\). Since \(H^r=UD^rU^*\) for every power \(r\), the exponential series gives \(e^{-bH}=U\,\mathrm{diag}(e^{-be_i})\,U^*\). For a unit vector \(v\) put \(p_i=|(U^*v)_i|^2\). Then

\[
\sum_i p_i=1,\qquad m:=\langle v,Hv\rangle=\sum_i p_ie_i,\qquad
\langle v,e^{-bH}v\rangle=\sum_i p_i e^{-be_i}.
\]

**The tangent line.** Let \(g(x)\) be the distance of the Boltzmann factor from its tangent at \(m\):

\[
g(x)=e^{-bx}-e^{-bm}\bigl(1-b(x-m)\bigr)
=e^{-bm}\bigl(e^{-b(x-m)}-1+b(x-m)\bigr).
\]

Because \(e^y\ge 1+y\), with equality only at \(y=0\), we have \(g(x)\ge 0\). For \(b\ne0\), \(g(x)=0\) only at \(x=m\).

**The one-state bound.** Averaging \(g\) over the populations removes the linear term, since \(\sum_i p_i(e_i-m)=0\):

\[
0\le\sum_i p_i\,g(e_i)=\langle v,e^{-bH}v\rangle-e^{-b\langle v,Hv\rangle}.
\]

For \(b\neq0\) the right side vanishes exactly when, for each \(i\), either \(p_i=0\) or \(e_i=m\). This is the same as \(e_i(U^*v)_i=m(U^*v)_i\) for all \(i\), that is \(DU^*v=mU^*v\), and multiplication by \(U\) turns it into \(Hv=mv\).

**Summation.** For any matrix \(A\), inserting the resolution of the identity gives

\[
\operatorname{Tr}A=\sum_k w_k\operatorname{Tr}(A v_kv_k^*)=\sum_k w_k\langle v_k,Av_k\rangle .
\]

Take \(A=e^{-bH}\) and apply the one-state bound to each term, multiplied by \(w_k\ge0\). This is the inequality. If the two sums agree, every pair of terms agrees, because each term on the left is at most its partner on the right. With \(w_k>0\) the weight can be divided out, and each \(v_k\) is an eigenvector. The converse follows by the same steps in reverse.

## Negative and zero weights

On \(\mathbb C^2\) let \(H=\mathrm{diag}(0,1)\). Give the two basis vectors weight \(a\) each and the vectors \((1,\pm1)/\sqrt2\) weight \(1-a\) each. The identity is resolved for every real \(a\), and

\[
\sum_k w_k e^{-b\langle v_k,Hv_k\rangle}-\operatorname{Tr}e^{-bH}=(a-1)\bigl(1-e^{-b/2}\bigr)^2 .
\]

For \(a=2\) two weights are negative and the inequality fails at every \(b\ne0\), so weights of arbitrary sign cannot be allowed. For \(a=1\) equality holds although \((1,\pm1)/\sqrt2\) are not eigenvectors; they have weight zero, so non-negative weights do not suffice for the equality criterion. This computation belongs to the text and has no theorem in the code.

## The physics in Lean's terms

The type `n` labels an orthonormal basis of the state space and `κ` labels the chosen states; both are finite. A state is a function `n → ℂ`, and the inner product `star v ⬝ᵥ v` is conjugate-linear in its first argument.

- `IsFrame w v` contains the normalisation and the resolution of the identity, with `vecMulVec (v k) (star (v k))` for \(v_kv_k^*\). In the literature "frame" usually means something weaker. The sign of the weights is not part of this structure; it is the separate hypothesis `hw`.
- `expect A v` is the real part of \(\langle v,Av\rangle\). For the Hermitian matrices \(H\) and \(e^{-bH}\) this is the whole value.
- `gibbs H b` is the matrix exponential \(e^{-bH}\), not divided by its trace, so it is not the normalised thermal density matrix.
- `partitionFn H b` is the real part of the trace of `gibbs H b`. The theorem `partitionFn_eq_trace` shows that for Hermitian \(H\) this trace is real.

`berezin_lieb_lower` is the inequality, for every Hermitian `H` and every real `b`. `berezin_lieb_lower_eq_iff` is the equality case; it writes the eigenvector condition with the eigenvalue filled in, as `H *ᵥ v k = (expect H (v k) : ℂ) • v k`, since the eigenvalue of a unit eigenvector is its mean energy.

The step left open towards the usual setting is the passage from a finite sum to an integral over a continuous family of coherent states. For a harmonic oscillator this would also involve an infinite-dimensional space.

```lean
import Mathlib

open Matrix

namespace BerezinLiebLower

noncomputable section

variable {n κ : Type*} [Fintype n] [DecidableEq n] [Fintype κ]

/-- Unit vectors `v k` with weights `w k` that resolve the identity, `∑ w_k v_k v_k* = 1`. -/
structure IsFrame (w : κ → ℝ) (v : κ → n → ℂ) : Prop where
  unit : ∀ k, star (v k) ⬝ᵥ v k = 1
  resolution : ∑ k, (w k : ℂ) • vecMulVec (v k) (star (v k)) = 1

/-- The real part of the expectation value `⟨v, A v⟩`. -/
def expect (A : Matrix n n ℂ) (v : n → ℂ) : ℝ := (star v ⬝ᵥ (A *ᵥ v)).re

/-- The unnormalised Gibbs operator `exp(-b H)`. -/
def gibbs (H : Matrix n n ℂ) (b : ℝ) : Matrix n n ℂ := NormedSpace.exp ((-(b : ℂ)) • H)

/-- The partition function, the real part of `Tr exp(-b H)`. -/
def partitionFn (H : Matrix n n ℂ) (b : ℝ) : ℝ := (trace (gibbs H b)).re

/-- A Hermitian matrix is diagonalised by a unitary matrix, with real eigenvalues. -/
theorem exists_diagonalization {H : Matrix n n ℂ} (hH : H.IsHermitian) :
    ∃ (U : Matrix n n ℂ) (e : n → ℝ), Uᴴ * U = 1 ∧
      H = U * diagonal (fun i => (e i : ℂ)) * Uᴴ := by
  have hU : (hH.eigenvectorUnitary : Matrix n n ℂ)ᴴ * hH.eigenvectorUnitary = 1 :=
    Matrix.mem_unitaryGroup_iff'.mp hH.eigenvectorUnitary.2
  refine ⟨hH.eigenvectorUnitary, hH.eigenvalues, hU, ?_⟩
  -- the columns of U are eigenvectors
  have key : H * (hH.eigenvectorUnitary : Matrix n n ℂ) =
      hH.eigenvectorUnitary * diagonal (fun i => (hH.eigenvalues i : ℂ)) := by
    ext i j
    have h := congrFun (hH.mulVec_eigenvectorBasis j) i
    rw [Matrix.mul_diagonal]
    simpa [Matrix.mul_apply, Matrix.mulVec, dotProduct,
      Matrix.IsHermitian.eigenvectorUnitary_apply, mul_comm] using h
  rw [← key, mul_assoc, mul_eq_one_comm.1 hU, mul_one]

/-- For unitary `U` and real `e i`, the Gibbs operator of `U diag(e_i) U*` is
`U diag(exp(-b e_i)) U*`. -/
theorem gibbs_diagonal {U : Matrix n n ℂ} (hU : Uᴴ * U = 1) (e : n → ℝ) (b : ℝ) :
    gibbs (U * diagonal (fun i => (e i : ℂ)) * Uᴴ) b =
      U * diagonal (fun i => ((Real.exp (-b * e i) : ℝ) : ℂ)) * Uᴴ := by
  have hinv : U⁻¹ = Uᴴ := Matrix.inv_eq_left_inv hU
  have hunit : IsUnit U :=
    (Matrix.isUnit_iff_isUnit_det U).2 (Matrix.isUnit_det_of_left_inverse hU)
  have hd : (-(b : ℂ)) • diagonal (fun i => (e i : ℂ)) =
      diagonal (fun i => ((-b * e i : ℝ) : ℂ)) := by
    ext i j
    by_cases h : i = j
    · subst h; simp
    · simp [h]
  have hexp : NormedSpace.exp (fun i => ((-b * e i : ℝ) : ℂ)) =
      fun i => ((Real.exp (-b * e i) : ℝ) : ℂ) := by
    ext i
    rw [Pi.coe_exp, ← Complex.exp_eq_exp_ℂ, Complex.ofReal_exp]
  rw [gibbs, ← Matrix.smul_mul, ← Matrix.mul_smul, hd, ← hinv,
    Matrix.exp_conj _ _ hunit, Matrix.exp_diagonal, hexp]

/-- For Hermitian `H` the trace of `exp(-b H)` is real and equals the partition function. -/
theorem partitionFn_eq_trace {H : Matrix n n ℂ} (hH : H.IsHermitian) (b : ℝ) :
    (partitionFn H b : ℂ) = trace (gibbs H b) := by
  obtain ⟨U, e, hU, rfl⟩ := exists_diagonalization hH
  rw [partitionFn, gibbs_diagonal hU, trace_mul_cycle, hU, one_mul, trace_diagonal,
    ← Complex.ofReal_sum, Complex.ofReal_re]

/-- The Boltzmann factor is never below its tangent at `m`; for `b ≠ 0` they meet only at `m`. -/
theorem boltzmann_tangent (b m x : ℝ) :
    0 ≤ Real.exp (-b * x) - Real.exp (-b * m) * (1 - b * (x - m)) ∧
    (b ≠ 0 → (Real.exp (-b * x) - Real.exp (-b * m) * (1 - b * (x - m)) = 0 ↔ x = m)) := by
  have f : Real.exp (-b * x) - Real.exp (-b * m) * (1 - b * (x - m)) =
      Real.exp (-b * m) * (Real.exp (-b * (x - m)) - (-b * (x - m) + 1)) := by
    rw [show -b * x = -b * m + -b * (x - m) by ring, Real.exp_add]
    ring
  rw [f]
  refine ⟨mul_nonneg (Real.exp_pos _).le (sub_nonneg.2 (Real.add_one_le_exp _)),
    fun hb => ⟨fun h => ?_, fun h => by simp [h]⟩⟩
  by_contra hx
  exact (mul_pos (Real.exp_pos _) (sub_pos.2 (Real.add_one_lt_exp
    (mul_ne_zero (neg_ne_zero.2 hb) (sub_ne_zero.2 hx))))).ne' h

/-- For any square matrix `U`, real `a i` and vector `v`, the value of `expect` for `U diag(a_i) U*`
at `v` is `∑ |(U* v)_i|² a_i`. If `U` is unitary and `v` a unit vector, this is the average of the
eigenvalues `a i` over the level populations. -/
theorem expect_diagonal (U : Matrix n n ℂ) (a : n → ℝ) (v : n → ℂ) :
    expect (U * diagonal (fun i => (a i : ℂ)) * Uᴴ) v =
      ∑ i, Complex.normSq ((Uᴴ *ᵥ v) i) * a i := by
  have h : star v ⬝ᵥ ((U * diagonal (fun i => (a i : ℂ)) * Uᴴ) *ᵥ v) =
      star (Uᴴ *ᵥ v) ⬝ᵥ (diagonal (fun i => (a i : ℂ)) *ᵥ (Uᴴ *ᵥ v)) := by
    rw [Matrix.star_mulVec, conjTranspose_conjTranspose, ← Matrix.dotProduct_mulVec]
    simp only [Matrix.mulVec_mulVec, Matrix.mul_assoc]
  rw [expect, h, dotProduct, Complex.re_sum]
  refine Finset.sum_congr rfl fun i _ => ?_
  rw [Matrix.mulVec_diagonal, Pi.star_apply]
  generalize (Uᴴ *ᵥ v) i = z
  simp [Complex.normSq_apply]
  ring

/-- For Hermitian `H` and a unit vector `v`, `exp(-b⟨v,Hv⟩) ≤ ⟨v,exp(-bH)v⟩`; for `b ≠ 0`
equality holds exactly when `v` is an eigenvector of `H`. -/
theorem one_state_bound {H : Matrix n n ℂ} (hH : H.IsHermitian) {v : n → ℂ}
    (hv : star v ⬝ᵥ v = 1) (b : ℝ) :
    Real.exp (-b * expect H v) ≤ expect (gibbs H b) v ∧
    (b ≠ 0 → (Real.exp (-b * expect H v) = expect (gibbs H b) v ↔
      H *ᵥ v = (expect H v : ℂ) • v)) := by
  obtain ⟨U, e, hU, rfl⟩ := exists_diagonalization hH
  have hUU : U * Uᴴ = 1 := mul_eq_one_comm.1 hU
  -- the level populations add up to one
  have h1 : ∑ i, Complex.normSq ((Uᴴ *ᵥ v) i) = 1 := by
    have h := expect_diagonal U (fun _ => 1) v
    simp only [Complex.ofReal_one, diagonal_one, mul_one, hUU, expect, one_mulVec, hv,
      Complex.one_re] at h
    exact h.symm
  obtain ⟨m, hm⟩ : ∃ m, m = expect (U * diagonal (fun i => (e i : ℂ)) * Uᴴ) v := ⟨_, rfl⟩
  have hE := hm.trans (expect_diagonal U e v)
  rw [← hm, gibbs_diagonal hU, expect_diagonal]
  -- the gap is the population average of the distance to the tangent at the mean energy
  have hs : ∑ i, Complex.normSq ((Uᴴ *ᵥ v) i) *
      (Real.exp (-b * e i) - Real.exp (-b * m) * (1 - b * (e i - m))) =
      ∑ i, Complex.normSq ((Uᴴ *ᵥ v) i) * Real.exp (-b * e i) - Real.exp (-b * m) := by
    have h : ∀ p x : ℝ, p * (Real.exp (-b * x) - Real.exp (-b * m) * (1 - b * (x - m))) =
        p * Real.exp (-b * x) - Real.exp (-b * m) * (1 + b * m) * p +
          Real.exp (-b * m) * b * (p * x) := fun _ _ => by ring
    simp only [h]
    rw [Finset.sum_add_distrib, Finset.sum_sub_distrib, ← Finset.mul_sum, ← Finset.mul_sum,
      h1, ← hE]
    ring
  have ht : ∀ i ∈ Finset.univ, 0 ≤ Complex.normSq ((Uᴴ *ᵥ v) i) *
      (Real.exp (-b * e i) - Real.exp (-b * m) * (1 - b * (e i - m))) := fun i _ =>
    mul_nonneg (Complex.normSq_nonneg _) (boltzmann_tangent b m (e i)).1
  have h0 := Finset.sum_nonneg ht
  have z := Finset.sum_eq_zero_iff_of_nonneg ht
  rw [hs] at h0 z
  rw [sub_eq_zero] at z
  refine ⟨sub_nonneg.1 h0, fun hb => eq_comm.trans (z.trans ?_)⟩
  have hiff : (U * diagonal (fun i => (e i : ℂ)) * Uᴴ) *ᵥ v = (m : ℂ) • v ↔
      diagonal (fun i => (e i : ℂ)) *ᵥ (Uᴴ *ᵥ v) = (m : ℂ) • (Uᴴ *ᵥ v) := by
    rw [← mulVec_mulVec, ← mulVec_mulVec]
    constructor <;> intro h
    · have h' := congrArg (fun x => Uᴴ *ᵥ x) h
      simpa only [mulVec_mulVec, mulVec_smul, ← mul_assoc, hU, one_mul] using h'
    · rw [h, mulVec_smul, mulVec_mulVec, hUU, one_mulVec]
  rw [hiff, funext_iff]
  refine forall_congr' fun i => ?_
  rw [imp_iff_right (Finset.mem_univ i), mulVec_diagonal, Pi.smul_apply, smul_eq_mul,
    mul_eq_mul_right_iff, Complex.ofReal_inj, mul_eq_zero, (boltzmann_tangent b m (e i)).2 hb,
    Complex.normSq_eq_zero, or_comm]

/-- A resolution of the identity turns the trace into a weighted sum of expectation values
(real parts). -/
theorem trace_eq_sum_expect {w : κ → ℝ} {v : κ → n → ℂ} (F : IsFrame w v)
    (A : Matrix n n ℂ) : (trace A).re = ∑ k, w k * expect A (v k) := by
  conv_lhs => rw [← mul_one A, ← F.resolution]
  rw [Matrix.mul_sum, trace_sum, Complex.re_sum]
  refine Finset.sum_congr rfl fun k _ => ?_
  rw [Matrix.mul_smul, trace_smul, Matrix.mul_vecMulVec, trace_vecMulVec, smul_eq_mul,
    Complex.re_ofReal_mul, dotProduct_comm, expect]

/-- Lower Berezin-Lieb inequality: for Hermitian `H`, real `b` and unit vectors that resolve the
identity with weights `w_k ≥ 0`, `∑ w_k exp(-b⟨v_k,Hv_k⟩) ≤ Tr exp(-bH)`. -/
theorem berezin_lieb_lower {w : κ → ℝ} {v : κ → n → ℂ} (F : IsFrame w v)
    (hw : ∀ k, 0 ≤ w k) {H : Matrix n n ℂ} (hH : H.IsHermitian) (b : ℝ) :
    ∑ k, w k * Real.exp (-b * expect H (v k)) ≤ partitionFn H b := by
  rw [partitionFn, trace_eq_sum_expect F]
  exact Finset.sum_le_sum fun k _ =>
    mul_le_mul_of_nonneg_left (one_state_bound hH (F.unit k) b).1 (hw k)

/-- For Hermitian `H`, `b ≠ 0` and strictly positive weights, the lower Berezin-Lieb inequality
is an equality exactly when every frame vector is an eigenvector of `H`. -/
theorem berezin_lieb_lower_eq_iff {w : κ → ℝ} {v : κ → n → ℂ} (F : IsFrame w v)
    (hw : ∀ k, 0 < w k) {H : Matrix n n ℂ} (hH : H.IsHermitian) {b : ℝ} (hb : b ≠ 0) :
    ∑ k, w k * Real.exp (-b * expect H (v k)) = partitionFn H b ↔
      ∀ k, H *ᵥ v k = (expect H (v k) : ℂ) • v k := by
  rw [partitionFn, trace_eq_sum_expect F, Finset.sum_eq_sum_iff_of_le fun k _ =>
    mul_le_mul_of_nonneg_left (one_state_bound hH (F.unit k) b).1 (hw k).le]
  exact forall_congr' fun k => by
    rw [imp_iff_right (Finset.mem_univ k), mul_right_inj' (hw k).ne',
      (one_state_bound hH (F.unit k) b).2 hb]

/-- Four unit vectors in `ℂ²`, each with weight one half, resolve the identity. -/
theorem isFrame_witness : IsFrame (fun _ : Fin 4 => (1 / 2 : ℝ))
    (![![1, 0], ![0, 1], ![3 / 5, 4 / 5], ![4 / 5, -3 / 5]] : Fin 4 → Fin 2 → ℂ) := by
  have h3 : (starRingEnd ℂ) 3 = 3 := Complex.ext (by simp) (by simp)
  have h4 : (starRingEnd ℂ) 4 = 4 := Complex.ext (by simp) (by simp)
  have h5 : (starRingEnd ℂ) 5 = 5 := Complex.ext (by simp) (by simp)
  constructor
  · intro k
    fin_cases k <;> simp [dotProduct, Fin.sum_univ_succ, h3, h4, h5] <;> norm_num
  · ext i j
    fin_cases i <;> fin_cases j <;>
      simp [Matrix.sum_apply, vecMulVec_apply, Fin.sum_univ_succ, h3, h4, h5] <;> norm_num

end

end BerezinLiebLower
```

```lean
#print axioms BerezinLiebLower.partitionFn_eq_trace
#print axioms BerezinLiebLower.berezin_lieb_lower
#print axioms BerezinLiebLower.berezin_lieb_lower_eq_iff
```

```
'BerezinLiebLower.partitionFn_eq_trace' depends on axioms: [propext, Classical.choice, Quot.sound]
'BerezinLiebLower.berezin_lieb_lower' depends on axioms: [propext, Classical.choice, Quot.sound]
'BerezinLiebLower.berezin_lieb_lower_eq_iff' depends on axioms: [propext, Classical.choice, Quot.sound]
```

## The lemmas behind the two theorems

`exists_diagonalization` takes the eigenvectors and eigenvalues of a Hermitian matrix from Mathlib, checks \(HU=UD\) entry by entry, and multiplies by \(U^*\) from the right. `gibbs_diagonal` then computes the exponential: `Matrix.exp_conj` moves it inside the change of basis, and `Matrix.exp_diagonal` applies it to the diagonal entries.

`boltzmann_tangent` is the statement about \(g\). The equation `f` is the factorisation above, and the weak and strict forms of \(1+y\le e^y\) give the sign and the equality case.

`expect_diagonal` writes the expectation value of \(U\,\mathrm{diag}(a_i)\,U^*\) as \(\sum_i|(U^*v)_i|^2a_i\), which is a population average when \(U\) is unitary and \(v\) is a unit vector. `one_state_bound` uses it three times: with all entries equal to one for \(\sum_i p_i=1\), with the \(e_i\) for the mean energy, and with the Boltzmann factors for \(\langle v,e^{-bH}v\rangle\). Its step `hs` is the averaged tangent identity, and `ht` says that each summand is non-negative. From these, `Finset.sum_nonneg` gives the bound, and `Finset.sum_eq_zero_iff_of_nonneg` reduces equality to the vanishing of each summand. The step `hiff` carries the eigenvector equation into the eigenbasis, where it is compared with that condition coordinate by coordinate.

`trace_eq_sum_expect` replaces \(A\) by \(A\cdot 1\) and expands the identity; it holds for any matrix, in real parts, and needs no sign condition on the weights. The inequality then follows with `Finset.sum_le_sum`. For the equality case, `Finset.sum_eq_sum_iff_of_le` passes from equal sums to equal terms, and `mul_right_inj'` cancels the positive weight.

`isFrame_witness` gives a concrete example with more vectors than dimensions: two orthonormal bases of \(\mathbb C^2\), each vector with weight one half.
